# Deep square wells: the n-th s-wave level lies below its hard-wall wave number by nπ/(K₀R²) to leading order

Let $R>0$ and $n\ge 1$. If $K_0R>n\pi$, exactly one $q$ with $(n-\tfrac12)\pi<qR<n\pi$ satisfies
$$q\cos(qR)+\sqrt{K_0^2-q^2}\,\sin(qR)=0,$$
and for this level $K_0\,(n\pi/R-q)\to n\pi/R^2$ as $K_0\to\infty$.

Here $R$ is the radius of a spherical square well of depth $V_0$, $K_0=\sqrt{2mV_0}/\hbar$ measures its strength for a particle of mass $m$, and $q$ is the wave number inside. For a single particle in such a well, replacing a deep finite wall by a hard one therefore causes a wave-number error that falls only as $1/K_0$, the inverse square root of the depth.

```lean
import Mathlib

open Filter Topology Set

namespace DeepSquareWell

noncomputable section
```

## The matching condition at the edge

The reduced radial function $u(r)$, which is $r$ times the s-wave radial function, vanishes at the origin. It is proportional to $\sin(qr)$ inside the well and to $e^{-\kappa r}$ outside, with $\kappa=\sqrt{K_0^2-q^2}$. These forms are the starting point; the file does not derive them from the Schrödinger equation. The left side of the matching condition is `mismatch`, in which $\kappa$ is still a free real number.

```lean
/-- Matching function at the edge `R` of a square well, for inner wave number `q` and
outer decay constant `κ`. -/
def mismatch (R κ q : ℝ) : ℝ := q * Real.cos (q * R) + κ * Real.sin (q * R)
```

`IsLevel R K₀ n q` sets $\kappa=\sqrt{K_0^2-q^2}$, requires the mismatch to vanish and places $qR$ in the $n$-th window. For $n=1$ the window is $\pi/2<qR<\pi$.

```lean
/-- `q` is an s-wave level of the well of radius `R` and strength `K₀` in the `n`-th window
`(n - 1/2)π < qR < nπ`. -/
def IsLevel (R K₀ : ℝ) (n : ℕ) (q : ℝ) : Prop :=
  ((n : ℝ) - 1 / 2) * Real.pi < q * R ∧ q * R < n * Real.pi ∧
    mismatch R (√(K₀ ^ 2 - q ^ 2)) q = 0
```

Equality of value and slope at $R$ means that, for some $c$,
$$\sin(qR)=c\,e^{-\kappa R},\qquad q\cos(qR)=-\kappa c\,e^{-\kappa R}.$$
Adding $\kappa$ times the first equation to the second gives $q\cos(qR)+\kappa\sin(qR)=0$. Conversely, if this holds, $c=\sin(qR)\,e^{\kappa R}$ satisfies both equations. In the proof, `h1` and `h2` compute the two slopes, and `linear_combination` performs the elimination.

```lean
/-- The inner wave `sin (q r)` joins some multiple of `exp (-κ r)` at `R` in value and slope
exactly when the matching function vanishes. -/
theorem matching_iff (R κ q : ℝ) :
    (∃ c : ℝ, Real.sin (q * R) = c * Real.exp (-κ * R) ∧
      deriv (fun r => Real.sin (q * r)) R = deriv (fun r => c * Real.exp (-κ * r)) R) ↔
    mismatch R κ q = 0 := by
  have hl : ∀ a : ℝ, HasDerivAt (fun r : ℝ => a * r) a R := fun a =>
    ((hasDerivAt_id' R).const_mul a).congr_deriv (mul_one a)
  have h1 : deriv (fun r => Real.sin (q * r)) R = q * Real.cos (q * R) := by
    apply HasDerivAt.deriv
    exact ((hl q).sin).congr_deriv (mul_comm _ _)
  have h2 : ∀ c : ℝ, deriv (fun r => c * Real.exp (-κ * r)) R
      = c * (Real.exp (-κ * R) * (-κ)) := by
    intro c
    apply HasDerivAt.deriv
    exact ((hl (-κ)).exp).const_mul c
  unfold mismatch
  constructor
  · rintro ⟨c, hv, hs⟩
    rw [h1, h2] at hs
    linear_combination hs + κ * hv
  · intro h
    have hv : Real.sin (q * R) / Real.exp (-κ * R) * Real.exp (-κ * R) = Real.sin (q * R) :=
      div_mul_cancel₀ _ (Real.exp_ne_zero _)
    refine ⟨Real.sin (q * R) / Real.exp (-κ * R), hv.symm, ?_⟩
    rw [h1, h2]
    linear_combination h + κ * hv
```

## From matching to a phase rule

For $|q|\le K_0$ with $K_0>0$, put $\theta=\arcsin(q/K_0)$. Then $K_0\sin\theta=q$, and since $\cos\theta\ge0$, $K_0\cos\theta=\sqrt{K_0^2-q^2}$. The addition formula gives
$$q\cos(qR)+\sqrt{K_0^2-q^2}\,\sin(qR)=K_0\sin(qR+\theta).$$

```lean
/-- For `K₀ > 0`, `|q| ≤ K₀` and outer decay constant `√(K₀² - q²)`, the matching function is `K₀`
times the sine of the inner phase `qR` plus the edge phase `arcsin (q/K₀)`. -/
theorem mismatch_eq_sin {R K₀ q : ℝ} (hK : 0 < K₀) (h1 : -K₀ ≤ q) (h2 : q ≤ K₀) :
    mismatch R (√(K₀ ^ 2 - q ^ 2)) q
      = K₀ * Real.sin (q * R + Real.arcsin (q / K₀)) := by
  have hs : K₀ * Real.sin (Real.arcsin (q / K₀)) = q := by
    rw [Real.sin_arcsin (by rw [le_div_iff₀ hK]; linarith) (by rw [div_le_one hK]; exact h2)]
    field_simp
  have hc := Real.cos_arcsin_nonneg (q / K₀)
  generalize Real.arcsin (q / K₀) = θ at hs hc ⊢
  have hsq : K₀ ^ 2 - q ^ 2 = (K₀ * Real.cos θ) ^ 2 := by
    linear_combination (-K₀ ^ 2) * Real.sin_sq_add_cos_sq θ + (K₀ * Real.sin θ + q) * hs
  unfold mismatch
  rw [hsq, Real.sqrt_sq (mul_nonneg hK.le hc), Real.sin_add]
  linear_combination (-Real.cos (q * R)) * hs
```

Now let $n\ge1$ and $K_0R>n\pi$. In the window, $qR>(n-\tfrac12)\pi>0$ and $qR<n\pi<K_0R$. Dividing by $R$ gives $0<q<K_0$, so the outer wave does decay.

```lean
/-- If `K₀R > nπ` and `n ≥ 1`, every wave number in the `n`-th window is positive and smaller than
`K₀`. -/
theorem window_bounds {R K₀ q : ℝ} {n : ℕ} (hR : 0 < R) (hn : 1 ≤ n)
    (hK : n * Real.pi < K₀ * R) (ha : ((n : ℝ) - 1 / 2) * Real.pi < q * R)
    (hb : q * R < n * Real.pi) : 0 < q ∧ q < K₀ := by
  have hn' : (1 : ℝ) ≤ n := by exact_mod_cast hn
  have h0 : 0 < ((n : ℝ) - 1 / 2) * Real.pi := mul_pos (by linarith) Real.pi_pos
  exact ⟨(mul_pos_iff_of_pos_right hR).1 (h0.trans ha),
    lt_of_mul_lt_mul_right (hb.trans hK) hR.le⟩
```

Hence $0<\theta<\pi/2$, and $qR+\theta-n\pi$ lies strictly between $-\pi/2$ and $\pi/2$. The sine has only one zero there, at the origin. The matching condition is therefore equivalent to
$$qR+\arcsin(q/K_0)=n\pi.$$
The proof shifts the phase by $n\pi$ with `Real.sin_sub_nat_mul_pi` before it locates the zero.

```lean
/-- In the `n`-th window the matching condition is the phase rule
`qR + arcsin (q/K₀) = nπ`. -/
theorem phase_rule {R K₀ q : ℝ} {n : ℕ} (hR : 0 < R) (hn : 1 ≤ n)
    (hK : n * Real.pi < K₀ * R) (ha : ((n : ℝ) - 1 / 2) * Real.pi < q * R)
    (hb : q * R < n * Real.pi) :
    mismatch R (√(K₀ ^ 2 - q ^ 2)) q = 0 ↔
      q * R + Real.arcsin (q / K₀) = n * Real.pi := by
  obtain ⟨hq, hqK⟩ := window_bounds hR hn hK ha hb
  have hK0 : 0 < K₀ := hq.trans hqK
  have t1 : 0 < Real.arcsin (q / K₀) := Real.arcsin_pos.2 (div_pos hq hK0)
  have t2 : Real.arcsin (q / K₀) < Real.pi / 2 :=
    Real.arcsin_lt_pi_div_two.2 ((div_lt_one hK0).2 hqK)
  rw [mismatch_eq_sin hK0 (by linarith) hqK.le]
  constructor
  · intro h
    have hs := (mul_eq_zero.1 h).resolve_left hK0.ne'
    -- the total phase lies within π/2 of nπ, so its sine vanishes only at nπ
    have h' := Real.sin_sub_nat_mul_pi (q * R + Real.arcsin (q / K₀)) n
    rw [hs, mul_zero] at h'
    have := (Real.sin_eq_zero_iff_of_lt_of_lt (by linarith [Real.pi_pos])
      (by linarith [Real.pi_pos])).1 h'
    linarith
  · intro h
    rw [h, Real.sin_nat_mul_pi, mul_zero]
```

## Exactly one level in the window

Let $\Phi(q)=qR+\arcsin(q/K_0)$. At the lower end, $q=(n-\tfrac12)\pi/R$, the arcsine is below $\pi/2$, so $\Phi<n\pi$. At the upper end, $q=n\pi/R$, the arcsine is positive, so $\Phi>n\pi$. Continuity gives a root between them. Because $qR$ increases strictly and the arcsine never decreases, two different roots are impossible.

In Lean, `intermediate_value_Ioo` supplies the root and `mono` excludes a second one. The hypothesis `hK`, $K_0R>n\pi$, places the whole window below $K_0$. It leaves out shallower wells with $(n-\tfrac12)\pi<K_0R\le n\pi$, which also bind an $n$-th level.

The level in the $n$-th window is the $n$-th s-wave level counted from below. For $0<q<K_0$ the matching condition requires $\sin(qR)$ and $\cos(qR)$ to have opposite signs, so every bound s-wave level lies in one of the windows, and for $K_0R>n\pi$ each of the first $n$ windows holds exactly one. This counting argument is not part of the Lean file.

```lean
/-- A well with `K₀R > nπ` has exactly one s-wave level in the `n`-th window. -/
theorem existsUnique_level {R K₀ : ℝ} {n : ℕ} (hR : 0 < R) (hn : 1 ≤ n)
    (hK : n * Real.pi < K₀ * R) : ∃! q, IsLevel R K₀ n q := by
  have hn' : (1 : ℝ) ≤ n := by exact_mod_cast hn
  have hpi := Real.pi_pos
  have hnpi : 0 < (n : ℝ) * Real.pi := mul_pos (by linarith) hpi
  have hK0 : 0 < K₀ := (mul_pos_iff_of_pos_right hR).1 (hnpi.trans hK)
  have eA : ((n : ℝ) - 1 / 2) * Real.pi / R * R = ((n : ℝ) - 1 / 2) * Real.pi :=
    div_mul_cancel₀ _ hR.ne'
  have eB : (n : ℝ) * Real.pi / R * R = n * Real.pi := div_mul_cancel₀ _ hR.ne'
  have hAB : ((n : ℝ) - 1 / 2) * Real.pi / R < n * Real.pi / R :=
    div_lt_div_of_pos_right (by linarith) hR
  have hBK : (n : ℝ) * Real.pi / R < K₀ := (div_lt_iff₀ hR).2 hK
  have hcont : Continuous (fun q : ℝ => q * R + Real.arcsin (q / K₀)) :=
    (continuous_id.mul continuous_const).add
      (Real.continuous_arcsin.comp (continuous_id.div_const K₀))
  -- the total phase passes nπ between the ends of the window
  have hmem : (n : ℝ) * Real.pi ∈ Ioo
      (((n : ℝ) - 1 / 2) * Real.pi / R * R
        + Real.arcsin (((n : ℝ) - 1 / 2) * Real.pi / R / K₀))
      ((n : ℝ) * Real.pi / R * R + Real.arcsin ((n : ℝ) * Real.pi / R / K₀)) := by
    have u1 := Real.arcsin_lt_pi_div_two.2 ((div_lt_one hK0).2 (hAB.trans hBK))
    have u2 := Real.arcsin_pos.2 (div_pos (div_pos hnpi hR) hK0)
    constructor
    · rw [eA]; linarith
    · rw [eB]; linarith
  obtain ⟨q, ⟨h1, h2⟩, hq⟩ := intermediate_value_Ioo hAB.le hcont.continuousOn hmem
  have ha := (div_lt_iff₀ hR).1 h1
  have hb := (lt_div_iff₀ hR).1 h2
  refine ⟨q, ⟨ha, hb, (phase_rule hR hn hK ha hb).2 hq⟩, ?_⟩
  rintro p ⟨pa, pb, pm⟩
  have hp := (phase_rule hR hn hK pa pb).1 pm
  have hq' : q * R + Real.arcsin (q / K₀) = n * Real.pi := hq
  -- the total phase is strictly increasing in the wave number
  have mono : ∀ x y : ℝ, x < y →
      x * R + Real.arcsin (x / K₀) < y * R + Real.arcsin (y / K₀) := fun x y hxy =>
    add_lt_add_of_lt_of_le (mul_lt_mul_of_pos_right hxy hR)
      (Real.monotone_arcsin (div_le_div_of_nonneg_right hxy.le hK0.le))
  rcases lt_trichotomy p q with h | h | h
  · linarith [mono p q h]
  · exact h
  · linarith [mono q p h]
```

## Bounds at finite depth

For $0<\theta<\pi/2$ we have $\tfrac{2}{\pi}\theta<\sin\theta<\theta$. With $\sin\theta=q/K_0$ this reads $q/K_0<\theta<\pi q/(2K_0)$. Inserting it in the phase rule gives
$$q\Big(R+\frac1{K_0}\Big)<n\pi<q\Big(R+\frac{\pi}{2K_0}\Big).$$
Division by the brackets encloses the level between the hard-wall wave numbers of two larger wells, whose radii approach $R$ as the well deepens. The enlargement reflects the tail of the wave beyond $R$. The proofs of the limits below use the phase rule directly and do not need these bounds.

```lean
/-- At finite depth the level lies between the hard-wall wave numbers of wells with radii
`R + π/(2K₀)` and `R + 1/K₀`. -/
theorem level_enclosure {R K₀ q : ℝ} {n : ℕ} (hR : 0 < R) (hn : 1 ≤ n)
    (hK : n * Real.pi < K₀ * R) (h : IsLevel R K₀ n q) :
    n * Real.pi / (R + Real.pi / (2 * K₀)) < q ∧ q < n * Real.pi / (R + 1 / K₀) := by
  obtain ⟨ha, hb, hm⟩ := h
  obtain ⟨hq, hqK⟩ := window_bounds hR hn hK ha hb
  have hK0 : 0 < K₀ := hq.trans hqK
  have hpi := Real.pi_pos
  have hp := (phase_rule hR hn hK ha hb).1 hm
  have hx : 0 < q / K₀ := div_pos hq hK0
  have hx1 : q / K₀ < 1 := (div_lt_one hK0).2 hqK
  have hs := Real.sin_arcsin (by linarith : -1 ≤ q / K₀) hx1.le
  have t1 := Real.arcsin_pos.2 hx
  have l1 := Real.sin_lt t1
  have l2 := Real.mul_lt_sin t1 (Real.arcsin_lt_pi_div_two.2 hx1)
  rw [hs] at l1 l2
  constructor
  · rw [div_lt_iff₀ (by positivity)]
    have e : q * (R + Real.pi / (2 * K₀)) = q * R + Real.pi / 2 * (q / K₀) := by
      field_simp
    have l3 := mul_lt_mul_of_pos_left l2 (half_pos hpi)
    have e2 : Real.pi / 2 * (2 / Real.pi * Real.arcsin (q / K₀))
        = Real.arcsin (q / K₀) := by field_simp
    rw [e2] at l3
    rw [e]
    linarith
  · rw [lt_div_iff₀ (by positivity)]
    have e : q * (R + 1 / K₀) = q * R + q / K₀ := by ring
    rw [e]
    linarith
```

## The hard-wall limit

A family of levels is a function `q : ℝ → ℝ` of $K_0$ that satisfies `IsLevel` whenever $K_0R>n\pi$; its values at smaller $K_0$ are unrestricted. Such a family exists, since each of these wells has its level. Both $R$ and $n$ stay fixed as $K_0$ grows.

From $0<q/K_0<n\pi/(RK_0)$ it follows that $q/K_0\to0$. The arcsine is continuous, so
$$q=\frac{n\pi-\arcsin(q/K_0)}{R}\longrightarrow\frac{n\pi}{R}.$$
The first limit is the squeeze `hx`; the second rewrites $q$ by the phase rule for all sufficiently large $K_0$.

```lean
/-- As the well deepens, the ratio `q/K₀` tends to zero and the `n`-th level tends to the
hard-wall wave number `nπ/R`. -/
theorem hard_wall_limit {R : ℝ} {n : ℕ} {q : ℝ → ℝ} (hR : 0 < R) (hn : 1 ≤ n)
    (hq : ∀ K₀, n * Real.pi < K₀ * R → IsLevel R K₀ n (q K₀)) :
    Tendsto (fun K₀ => q K₀ / K₀) atTop (𝓝 0) ∧
      Tendsto q atTop (𝓝 (n * Real.pi / R)) := by
  have ev : ∀ᶠ K in atTop, n * Real.pi < K * R := by
    filter_upwards [eventually_gt_atTop (n * Real.pi / R)] with K hK
    exact (div_lt_iff₀ hR).1 hK
  have hx : Tendsto (fun K => q K / K) atTop (𝓝 0) := by
    refine squeeze_zero' (g := fun K => n * Real.pi / R / K) ?_ ?_
      (tendsto_const_nhds.div_atTop tendsto_id)
    · filter_upwards [ev] with K hK
      obtain ⟨h1, h2⟩ := window_bounds hR hn hK (hq K hK).1 (hq K hK).2.1
      exact (div_pos h1 (h1.trans h2)).le
    · filter_upwards [ev] with K hK
      obtain ⟨h1, h2⟩ := window_bounds hR hn hK (hq K hK).1 (hq K hK).2.1
      exact div_le_div_of_nonneg_right ((lt_div_iff₀ hR).2 (hq K hK).2.1).le (h1.trans h2).le
  refine ⟨hx, ?_⟩
  have hθ := (Real.continuous_arcsin.tendsto 0).comp hx
  rw [Real.arcsin_zero] at hθ
  have h := ((tendsto_const_nhds (x := (n : ℝ) * Real.pi)).sub hθ).div_const R
  rw [sub_zero] at h
  refine h.congr' ?_
  filter_upwards [ev] with K hK
  have hp := (phase_rule hR hn hK (hq K hK).1 (hq K hK).2.1).1 (hq K hK).2.2
  simp only [Function.comp_apply]
  rw [div_eq_iff hR.ne']
  linarith
```

## The first-order shift

The phase rule also gives
$$K_0\Big(\frac{n\pi}{R}-q\Big)=\frac{K_0\arcsin(q/K_0)}{R}=\frac{q}{R}\cdot\frac{\arcsin(q/K_0)}{q/K_0}.$$
The last quotient tends to the slope of the arcsine at zero, which is 1, and $q\to n\pi/R$. The product tends to $n\pi/R^2$.

```lean
/-- Deep-well limit: the shift of the `n`-th level below the hard-wall value, multiplied by
`K₀`, tends to `nπ/R²`. -/
theorem deep_well_limit {R : ℝ} {n : ℕ} {q : ℝ → ℝ} (hR : 0 < R) (hn : 1 ≤ n)
    (hq : ∀ K₀, n * Real.pi < K₀ * R → IsLevel R K₀ n (q K₀)) :
    Tendsto (fun K₀ => K₀ * (n * Real.pi / R - q K₀)) atTop (𝓝 (n * Real.pi / R ^ 2)) := by
  obtain ⟨hx, hlim⟩ := hard_wall_limit hR hn hq
  have ev : ∀ᶠ K in atTop, n * Real.pi < K * R := by
    filter_upwards [eventually_gt_atTop (n * Real.pi / R)] with K hK
    exact (div_lt_iff₀ hR).1 hK
  have hne : ∀ᶠ K in atTop, q K / K ∈ ({0}ᶜ : Set ℝ) := by
    filter_upwards [ev] with K hK
    obtain ⟨h1, h2⟩ := window_bounds hR hn hK (hq K hK).1 (hq K hK).2.1
    exact (div_pos h1 (h1.trans h2)).ne'
  -- the edge phase is q/K₀ to first order, since arcsin has slope 1 at the origin
  have hd : HasDerivAt Real.arcsin 1 0 := by
    simpa using Real.hasDerivAt_arcsin (x := 0) (by norm_num) (by norm_num)
  have hs := (hasDerivAt_iff_tendsto_slope.1 hd).comp (tendsto_nhdsWithin_iff.2 ⟨hx, hne⟩)
  have h := (hlim.mul hs).div_const R
  have e : (n : ℝ) * Real.pi / R ^ 2 = n * Real.pi / R * 1 / R := by
    rw [mul_one, div_div, pow_two]
  rw [e]
  refine h.congr' ?_
  filter_upwards [ev] with K hK
  obtain ⟨h1, h2⟩ := window_bounds hR hn hK (hq K hK).1 (hq K hK).2.1
  have hK0 : K ≠ 0 := (h1.trans h2).ne'
  have hq0 : q K ≠ 0 := h1.ne'
  have hp := (phase_rule hR hn hK (hq K hK).1 (hq K hK).2.1).1 (hq K hK).2.2
  have ha : Real.arcsin (q K / K) = n * Real.pi - q K * R := by linarith
  simp only [Function.comp_apply]
  rw [slope_def_field, Real.arcsin_zero, sub_zero, sub_zero, ha]
  field_simp
```

The proof turns on `hasDerivAt_iff_tendsto_slope`. It restates "the arcsine has derivative 1 at 0" as a limit of difference quotients, taken as the argument approaches 0 without being equal to 0. To insert $q/K_0$ as the argument, two facts are needed, and `tendsto_nhdsWithin_iff` asks for exactly these: $q/K_0$ tends to 0 (`hx`), and it is eventually nonzero (`hne`). The coefficient then follows without a Taylor expansion or an estimate of its remainder.

## The energy shift

The kinetic energy inside the well is $\hbar^2q^2/2m$, which is also the level's height above the well floor. Factoring the difference of squares gives
$$K_0\Big[\Big(\frac{n\pi}{R}\Big)^2-q^2\Big]=K_0\Big(\frac{n\pi}{R}-q\Big)\Big(\frac{n\pi}{R}+q\Big)\longrightarrow\frac{n\pi}{R^2}\cdot\frac{2n\pi}{R}=\frac{2n^2\pi^2}{R^3}.$$
The theorem is stated for $q^2$; multiplication by $\hbar^2/2m$ turns it into an energy. The proof multiplies the two limits already obtained.

```lean
/-- The squared wave number of the `n`-th level lies below its hard-wall value by an amount
which, multiplied by `K₀`, tends to `2n²π²/R³`. -/
theorem deep_well_energy_limit {R : ℝ} {n : ℕ} {q : ℝ → ℝ} (hR : 0 < R) (hn : 1 ≤ n)
    (hq : ∀ K₀, n * Real.pi < K₀ * R → IsLevel R K₀ n (q K₀)) :
    Tendsto (fun K₀ => K₀ * ((n * Real.pi / R) ^ 2 - q K₀ ^ 2)) atTop
      (𝓝 (2 * n ^ 2 * Real.pi ^ 2 / R ^ 3)) := by
  have h := (deep_well_limit hR hn hq).mul
    ((tendsto_const_nhds (x := (n : ℝ) * Real.pi / R)).add (hard_wall_limit hR hn hq).2)
  have e : 2 * (n : ℝ) ^ 2 * Real.pi ^ 2 / R ^ 3
      = n * Real.pi / R ^ 2 * (n * Real.pi / R + n * Real.pi / R) := by ring
  rw [e]
  refine h.congr (fun K => ?_)
  ring

end

end DeepSquareWell
```

```lean
#print axioms DeepSquareWell.matching_iff
#print axioms DeepSquareWell.existsUnique_level
#print axioms DeepSquareWell.level_enclosure
#print axioms DeepSquareWell.deep_well_energy_limit
```

```
'DeepSquareWell.matching_iff' depends on axioms: [propext, Classical.choice, Quot.sound]
'DeepSquareWell.existsUnique_level' depends on axioms: [propext, Classical.choice, Quot.sound]
'DeepSquareWell.level_enclosure' depends on axioms: [propext, Classical.choice, Quot.sound]
'DeepSquareWell.deep_well_energy_limit' depends on axioms: [propext, Classical.choice, Quot.sound]
```
